# Multiplying the perturbation by c turns a Rayleigh–Schrödinger solution into one whose n-th order terms are multiplied by cⁿ

The theorem `scale` says that if energy terms Eₙ and state terms ψₙ solve the Rayleigh–Schrödinger equations of all orders for H₀ and V, then cⁿEₙ and cⁿψₙ solve them for H₀ and cV. Here H₀ and V are linear maps on a vector space over any field, and c is any scalar of that field. The states are not normalised, and nothing is assumed or claimed about the convergence of the series. The zeroth-order equation is left to `simpa`. At order n + 1 the attempt takes the common factor cⁿ⁺¹ out of the sum over pairs of orders adding to n + 1, then uses the original equation and linearity.

The failing Lean file:

```lean
import Mathlib

open Finset

namespace RayleighSchroedingerScaling

variable {K M : Type*} [Field K] [AddCommGroup M] [Module K M]

/-- The Rayleigh-Schroedinger equations of all orders for the unperturbed operator `H0` and the
perturbation `V`, with energy corrections `E n` and state corrections `ψ n`. -/
structure SolvesRS (H0 V : M →ₗ[K] M) (E : ℕ → K) (ψ : ℕ → M) : Prop where
  zeroth : H0 (ψ 0) = E 0 • ψ 0
  succ : ∀ n, H0 (ψ (n + 1)) + V (ψ n) = ∑ p ∈ antidiagonal (n + 1), E p.1 • ψ p.2

variable {H0 V : M →ₗ[K] M} {E E' : ℕ → K} {ψ : ℕ → M}

/-- Multiplying the perturbation by `c` multiplies the `n`-th order energy and state by `c ^ n`. -/
theorem scale (c : K) (h : SolvesRS H0 V E ψ) :
    SolvesRS H0 (c • V) (fun n => c ^ n * E n) (fun n => c ^ n • ψ n) := by
  refine ⟨by simpa using h.zeroth, fun n => ?_⟩
  change H0 (c ^ (n + 1) • ψ (n + 1)) + (c • V) (c ^ n • ψ n)
    = ∑ p ∈ antidiagonal (n + 1), (c ^ p.1 * E p.1) • (c ^ p.2 • ψ p.2)
  -- every term of the sum carries the same total power of `c`
  have key : ∑ p ∈ antidiagonal (n + 1), (c ^ p.1 * E p.1) • (c ^ p.2 • ψ p.2)
      = c ^ (n + 1) • ∑ p ∈ antidiagonal (n + 1), E p.1 • ψ p.2 := by
    rw [Finset.smul_sum]
    refine Finset.sum_congr rfl fun p hp => ?_
    rw [← Finset.mem_antidiagonal.mp hp, pow_add]
    module
  rw [key, ← h.succ n]
  simp only [map_smul, LinearMap.smul_apply]
  module

end RayleighSchroedingerScaling
```

Messages:

```
Main.lean:28:8: error: Invalid rewrite argument: Expected an equality or iff proof or definition name, but
  Finset.mem_antidiagonal.mp ?m.279
is a proof of
  ?m.276.1 ∈ ?m.271 ∧ ?m.276.2 ∈ ?m.272 ∧ ?m.276.1 + ?m.276.2 = ?m.275
Main.lean:28:37: error: Application type mismatch: The argument
  hp
has type
  p ∈ HasAntidiagonal.antidiagonal (n + 1)
but is expected to have type
  ?m.276 ∈ Finset.antidiagonal ?m.273 ?m.274 ?m.275
in the application
  Finset.mem_antidiagonal.mp hp
```

The two errors have one source: `Finset.mem_antidiagonal` is about a different antidiagonal from the one in the sum. Its `Finset.antidiagonal` takes three arguments, and membership means a conjunction: each component lies in a given set, and the two add to a given value. The hypothesis `hp` instead concerns `HasAntidiagonal.antidiagonal (n + 1)`, hence the type mismatch. The other message says that `rw` cannot use the lemma's conclusion, since a conjunction is not an equality or an iff.

The repair names `HasAntidiagonal.mem_antidiagonal`, which fits `hp` and gives the plain equality `p.1 + p.2 = n + 1`. Rewriting with it from right to left turns the exponent `n + 1` into `p.1 + p.2`, which `pow_add` then splits into a product of powers.

Removing the `change` step is mere tidying: it only restated the goal with the functions applied, and neither error concerns it.

Fix (accepted with no message):

```diff
@@ -19,6 +19,5 @@
     SolvesRS H0 (c • V) (fun n => c ^ n * E n) (fun n => c ^ n • ψ n) := by
   refine ⟨by simpa using h.zeroth, fun n => ?_⟩
-  change H0 (c ^ (n + 1) • ψ (n + 1)) + (c • V) (c ^ n • ψ n)
-    = ∑ p ∈ antidiagonal (n + 1), (c ^ p.1 * E p.1) • (c ^ p.2 • ψ p.2)
+
   -- every term of the sum carries the same total power of `c`
   have key : ∑ p ∈ antidiagonal (n + 1), (c ^ p.1 * E p.1) • (c ^ p.2 • ψ p.2)
@@ -26,5 +25,5 @@
     rw [Finset.smul_sum]
     refine Finset.sum_congr rfl fun p hp => ?_
-    rw [← Finset.mem_antidiagonal.mp hp, pow_add]
+    rw [← HasAntidiagonal.mem_antidiagonal.mp hp, pow_add]
     module
   rw [key, ← h.succ n]
```
